# $T^p$ scaling of the Bloch–Grüneisen integral for linear phonon dispersion and integer $p\ge 2$

For an integer $p\ge 2$ and real $c,T>0$, the integral below converges and

$$\frac1T\int_0^\infty q^p\,w\!\left(\frac{cq}{T}\right)dq=p!\,\zeta(p)\,\frac{T^p}{c^{p+1}},\qquad w(x)=\frac{e^x}{(e^x-1)^2},\quad \zeta(p)=\sum_{n\ge0}\frac1{(n+1)^p}.$$

Here $q$ is the phonon wavenumber and $T$ the temperature. In a model with one linear phonon branch and a power-law weight $q^p$, this is the low-temperature dependence of the rate at which phonons relax the momentum of a degenerate electron gas.

## Linear dispersion and a single power of $q$

The phonon energy in temperature units is $cq$, so $c=\hbar s/k_B$ for sound speed $s$. The power $q^p$ is postulated: it stands for coupling, screening, phase space, a factor of the phonon energy and the weight for momentum lost in a collision, all together. The Boltzmann equation is not solved, and no resistivity is derived.

```lean
import Mathlib

open MeasureTheory Set Filter Topology

namespace BlochGrueneisen

noncomputable section

/-- The Bose occupation `1/(e^x - 1)` of a phonon mode whose energy is `x ≠ 0` in units of
the thermal energy. -/
def bose (x : ℝ) : ℝ := (Real.exp x - 1)⁻¹

/-- The thermal weight `e^x/(e^x - 1)^2` of a phonon mode, for `x ≠ 0`. -/
def thermalWeight (x : ℝ) : ℝ := Real.exp x / (Real.exp x - 1) ^ 2

/-- The sum of `n^(-p)` over `n ≥ 1`, for `p ≥ 2`. -/
def zetaSum (p : ℕ) : ℝ := ∑' n : ℕ, 1 / ((n : ℝ) + 1) ^ p

/-- The scattering integral over all phonon wavenumbers `q > 0`, with coupling and phase space
collected in `q^p`; `c q` is the phonon energy in temperature units, and `T ≠ 0`. -/
def scatteringIntegral (p : ℕ) (c T : ℝ) : ℝ :=
  (1 / T) * ∫ q in Ioi (0 : ℝ), q ^ p * thermalWeight (c * q / T)

/-- The scattering integral restricted to phonon wavenumbers between `0` and `Q`, for `Q ≥ 0` and
`T ≠ 0`. -/
def cutoffIntegral (p : ℕ) (c Q T : ℝ) : ℝ :=
  (1 / T) * ∫ q in (0 : ℝ)..Q, q ^ p * thermalWeight (c * q / T)
```

`bose` is the occupation $N(x)=1/(e^x-1)$, `thermalWeight` is $w$, and `zetaSum` is $\zeta(p)$. `scatteringIntegral` runs over all $q>0$, while `cutoffIntegral` stops at $Q$.

## Positive phonon energy and temperature: $c,T>0$

Differentiating $N$ gives $-N'(x)=w(x)$ for $x\ne0$; the proof applies the derivative rule for an inverse.

```lean
/-- For `x ≠ 0` the thermal weight is minus the derivative of the Bose occupation. -/
theorem bose_hasDerivAt {x : ℝ} (hx : x ≠ 0) :
    HasDerivAt bose (-(thermalWeight x)) x := by
  have hne : Real.exp x - 1 ≠ 0 :=
    sub_ne_zero.mpr fun h => hx ((Real.exp_eq_one_iff x).mp h)
  have h := ((Real.hasDerivAt_exp x).sub_const 1).inv hne
  exact h.congr_deriv (by simp only [thermalWeight, neg_div])
```

Positivity is needed in the expansion of $w$. For $x>0$ the ratio $r=e^{-x}$ is below 1, so

$$\sum_{n\ge0}(n+1)r^{n+1}=\frac{r}{(1-r)^2}=\frac{e^x}{(e^x-1)^2}=w(x).$$

`thermalWeight_hasSum` takes Mathlib's series $\sum n r^n$ and removes its vanishing first term.

```lean
/-- For `x > 0` the thermal weight is the sum of the Boltzmann factors `n e^(-n x)` over
`n ≥ 1`. -/
theorem thermalWeight_hasSum {x : ℝ} (hx : 0 < x) :
    HasSum (fun n : ℕ => ((n : ℝ) + 1) * Real.exp (-(((n : ℝ) + 1) * x)))
      (thermalWeight x) := by
  have hr : ‖Real.exp (-x)‖ < 1 := by
    rw [Real.norm_of_nonneg (Real.exp_pos _).le]
    exact Real.exp_lt_one_iff.mpr (by linarith)
  -- the geometric series with weights n, whose n = 0 term vanishes
  have h0 : HasSum (fun n : ℕ => (n : ℝ) * Real.exp (-x) ^ n)
      (Real.exp (-x) / (1 - Real.exp (-x)) ^ 2) :=
    hasSum_coe_mul_geometric_of_norm_lt_one hr
  have h := (hasSum_nat_add_iff' 1).mpr h0
  simp only [Finset.sum_range_one, Nat.cast_zero, zero_mul, sub_zero] at h
  have hv : Real.exp (-x) / (1 - Real.exp (-x)) ^ 2 = thermalWeight x := by
    have hE : Real.exp x ≠ 0 := (Real.exp_pos x).ne'
    have hpos : 0 < Real.exp x - 1 := by linarith [Real.add_one_lt_exp hx.ne']
    have hne : Real.exp x - 1 ≠ 0 := hpos.ne'
    have h1 : 1 - (Real.exp x)⁻¹ = (Real.exp x - 1) / Real.exp x := by field_simp
    rw [thermalWeight, Real.exp_neg, h1]
    field_simp
  have hf : (fun n : ℕ => ((n : ℝ) + 1) * Real.exp (-(((n : ℝ) + 1) * x)))
      = fun n : ℕ => ((n + 1 : ℕ) : ℝ) * Real.exp (-x) ^ (n + 1) := by
    funext n
    have e : -(((n : ℝ) + 1) * x) = ((n + 1 : ℕ) : ℝ) * (-x) := by push_cast; ring
    rw [e, Real.exp_nat_mul]
    simp only [Nat.cast_add, Nat.cast_one]
  rw [hf, ← hv]
  exact h
```

Positivity is needed again for the Gamma integral $\int_0^\infty q^pe^{-bq}dq=p!/b^{p+1}$, which requires $b>0$.

```lean
/-- For `b > 0` the integral of `q^p e^(-b q)` over `q > 0` is `p!/b^(p+1)`. -/
theorem boltzmann_moment (p : ℕ) {b : ℝ} (hb : 0 < b) :
    ∫ q in Ioi (0 : ℝ), q ^ p * Real.exp (-(b * q)) = (p.factorial : ℝ) / b ^ (p + 1) := by
  have h := Real.integral_rpow_mul_exp_neg_mul_Ioi (a := (p : ℝ) + 1) (r := b)
    (by positivity) hb
  have e : (1 / b) ^ ((p : ℝ) + 1) = (1 / b) ^ (p + 1) := by
    exact_mod_cast Real.rpow_natCast (1 / b) (p + 1)
  rw [Real.Gamma_nat_eq_factorial, e] at h
  simp only [add_sub_cancel_right, Real.rpow_natCast] at h
  rw [h, one_div, inv_pow]
  ring
```

For negative $c$ the formula can fail. Since $w$ is even, $p=2$, $T=1$, $c=-1$ gives the positive integral $2\zeta(2)$, whereas the right-hand side is $-2\zeta(2)$.

## At least a quadratic power: $p\ge2$

The factor $q^p$ must vanish fast enough at small $q$ to offset the large thermal weight of long-wavelength phonons, $w(x)\approx1/x^2$ for small $x$. With $a=c/T$, each term of the expansion integrates to

$$(n+1)\int_0^\infty q^pe^{-(n+1)aq}dq=\frac{(n+1)\,p!}{((n+1)a)^{p+1}}=\frac{p!}{a^{p+1}}\frac1{(n+1)^p}.$$

The sum over $n$ converges because $p\ge2$. The terms are nonnegative, so sum and integral may be exchanged, giving $p!\,\zeta(p)/a^{p+1}$.

In `thermal_moment`, `hI` is the termwise integral, `hsum` is where $p\ge2$ is used, and `hS` is the exchange. Integrability follows from the value: Lean assigns zero to the integral of a non-integrable function, and this one is positive.

```lean
/-- For `p ≥ 2` and `a > 0` the `p`-th moment of the thermal weight at `a q` converges and
equals `p!` times the sum of `n^(-p)`, divided by `a^(p+1)`. -/
theorem thermal_moment {p : ℕ} (hp : 2 ≤ p) {a : ℝ} (ha : 0 < a) :
    IntegrableOn (fun q : ℝ => q ^ p * thermalWeight (a * q)) (Ioi 0) ∧
    ∫ q in Ioi (0 : ℝ), q ^ p * thermalWeight (a * q)
      = (p.factorial : ℝ) * zetaSum p / a ^ (p + 1) := by
  let F : ℕ → ℝ → ℝ := fun n q =>
    q ^ p * (((n : ℝ) + 1) * Real.exp (-(((n : ℝ) + 1) * (a * q))))
  -- each Boltzmann term integrates to a multiple of n^(-p)
  have hI : ∀ n : ℕ, ∫ q in Ioi (0 : ℝ), F n q
      = (p.factorial : ℝ) / a ^ (p + 1) * (1 / ((n : ℝ) + 1) ^ p) := by
    intro n
    have hn : (0 : ℝ) < (n : ℝ) + 1 := by positivity
    calc ∫ q in Ioi (0 : ℝ), F n q
        = ∫ q in Ioi (0 : ℝ),
            ((n : ℝ) + 1) * (q ^ p * Real.exp (-(((n : ℝ) + 1) * a * q))) := by
          congr 1
          ext q
          simp only [F]
          rw [mul_assoc ((n : ℝ) + 1) a q]
          ring
      _ = ((n : ℝ) + 1) * ((p.factorial : ℝ) / (((n : ℝ) + 1) * a) ^ (p + 1)) := by
          rw [integral_const_mul, boltzmann_moment p (mul_pos hn ha)]
      _ = _ := by
          rw [mul_pow, pow_succ ((n : ℝ) + 1)]
          field_simp
  have hint : ∀ n, Integrable (F n) (volume.restrict (Ioi 0)) := by
    intro n
    by_contra hn
    have h0 := hI n
    rw [integral_undef hn] at h0
    have : 0 < (p.factorial : ℝ) / a ^ (p + 1) * (1 / ((n : ℝ) + 1) ^ p) := by positivity
    linarith
  have hsum : Summable fun n : ℕ => 1 / ((n : ℝ) + 1) ^ p := by
    have h := (summable_nat_add_iff 1).mpr
      (Real.summable_one_div_nat_pow.mpr (show 1 < p by omega))
    simpa only [Nat.cast_add, Nat.cast_one] using h
  have hnorm : ∀ n, ∫ q in Ioi (0 : ℝ), ‖F n q‖
      = (p.factorial : ℝ) / a ^ (p + 1) * (1 / ((n : ℝ) + 1) ^ p) := by
    intro n
    rw [← hI n]
    refine setIntegral_congr_fun measurableSet_Ioi fun q hq => ?_
    have hq0 : 0 < q := hq
    have : 0 ≤ F n q := by simp only [F]; positivity
    exact Real.norm_of_nonneg this
  -- exchange of sum and integral
  have hS := hasSum_integral_of_summable_integral_norm hint
    ((hsum.mul_left ((p.factorial : ℝ) / a ^ (p + 1))).congr fun n => (hnorm n).symm)
  have hcongr : ∫ q in Ioi (0 : ℝ), ∑' n, F n q
      = ∫ q in Ioi (0 : ℝ), q ^ p * thermalWeight (a * q) :=
    setIntegral_congr_fun measurableSet_Ioi fun q hq =>
      ((thermalWeight_hasSum (mul_pos ha (mem_Ioi.mp hq))).mul_left (q ^ p)).tsum_eq
  have hval : ∫ q in Ioi (0 : ℝ), q ^ p * thermalWeight (a * q)
      = (p.factorial : ℝ) * zetaSum p / a ^ (p + 1) := by
    rw [← hcongr, ← hS.tsum_eq, tsum_congr hI, tsum_mul_left, zetaSum]
    ring
  refine ⟨?_, hval⟩
  -- a nonzero Bochner integral forces integrability
  have hz : 0 < zetaSum p := hsum.tsum_pos (fun n => by positivity) 0 (by positivity)
  by_contra hn
  rw [integral_undef hn] at hval
  have : 0 < (p.factorial : ℝ) * zetaSum p / a ^ (p + 1) := by positivity
  linarith
```

Setting $a=c/T$ and multiplying by $1/T$ turns $(T/c)^{p+1}$ into $T^p/c^{p+1}$.

```lean
/-- Bloch-Grueneisen scaling: for `p ≥ 2` and `c, T > 0` the scattering integral converges and
equals `p!` times the sum of `n^(-p)`, times `T^p/c^(p+1)`. -/
theorem bloch_grueneisen {p : ℕ} (hp : 2 ≤ p) {c T : ℝ} (hc : 0 < c) (hT : 0 < T) :
    IntegrableOn (fun q : ℝ => q ^ p * thermalWeight (c * q / T)) (Ioi 0) ∧
    scatteringIntegral p c T = (p.factorial : ℝ) * zetaSum p * T ^ p / c ^ (p + 1) := by
  have e : ∀ q : ℝ, c * q / T = c / T * q := fun q => by ring
  obtain ⟨hi, hv⟩ := thermal_moment hp (div_pos hc hT)
  simp only [scatteringIntegral, e]
  refine ⟨hi, ?_⟩
  rw [hv, div_pow, pow_succ T]
  field_simp
```

For a two-dimensional electron gas coupled to bulk acoustic phonons, as in a GaAs heterostructure, $p=5$ and $p=7$ give the temperature powers for screened piezoelectric and screened deformation-potential scattering. Bloch's $T^5$ law for the resistivity of a simple three-dimensional metal also corresponds to $p=5$. These exponents are inputs.

```lean
/-- For `c, T > 0` the scattering integral with `p = 5` is `120 T^5/c^6` times the sum of `n^(-5)`
over `n ≥ 1`, and with `p = 7` it is `5040 T^7/c^8` times the sum of `n^(-7)`. -/
theorem piezoelectric_and_deformation_laws {c T : ℝ} (hc : 0 < c) (hT : 0 < T) :
    scatteringIntegral 5 c T = 120 * zetaSum 5 * T ^ 5 / c ^ 6 ∧
    scatteringIntegral 7 c T = 5040 * zetaSum 7 * T ^ 7 / c ^ 8 := by
  have h5 := (bloch_grueneisen (p := 5) (by norm_num) hc hT).2
  have h7 := (bloch_grueneisen (p := 7) (by norm_num) hc hT).2
  norm_num [Nat.factorial] at h5 h7
  exact ⟨h5, h7⟩
```

## A fixed positive cutoff: $Q>0$

In a three-dimensional metal with a spherical Fermi surface, scattering without umklapp is limited to $q\le2k_F$, with $k_F$ the Fermi wavenumber, and the Debye wavenumber also bounds $q$; $Q$ is the smaller of the two. For a two-dimensional gas and bulk phonons, $2k_F$ bounds only the in-plane part of the phonon wavevector, so a sharp cutoff in $q$ is a simplification. Substituting $q=Tx$ gives

$$\frac1T\int_0^Qq^p\,w\!\left(\frac{cq}{T}\right)dq=T^p\int_0^{Q/T}x^p\,w(cx)\,dx.$$

As $T\to0^+$ the upper limit goes to infinity, so the cutoff integral divided by $T^p$ tends to $p!\,\zeta(p)/c^{p+1}$. The proof makes the same substitution with `integral_comp_div`; `hb` supplies $Q/T\to\infty$, which needs $Q>0$. At $Q=0$ the integral vanishes and the limit is wrong.

```lean
/-- For `p ≥ 2`, `c > 0` and any cutoff `Q > 0`, the cutoff scattering integral divided by `T^p`
tends to `p!` times the sum of `n^(-p)`, divided by `c^(p+1)`, as `T` falls to zero. -/
theorem low_temperature_limit {p : ℕ} (hp : 2 ≤ p) {c Q : ℝ} (hc : 0 < c) (hQ : 0 < Q) :
    Tendsto (fun T => cutoffIntegral p c Q T / T ^ p) (𝓝[>] 0)
      (𝓝 ((p.factorial : ℝ) * zetaSum p / c ^ (p + 1))) := by
  obtain ⟨hi, hv⟩ := thermal_moment hp hc
  rw [← hv]
  have hb : Tendsto (fun T : ℝ => Q / T) (𝓝[>] 0) atTop := by
    simpa only [div_eq_mul_inv] using tendsto_inv_nhdsGT_zero.const_mul_atTop hQ
  refine (intervalIntegral_tendsto_integral_Ioi 0 hi hb).congr' ?_
  filter_upwards [self_mem_nhdsWithin] with T hT
  have hT0 : 0 < T := hT
  -- rescale the wavenumber by the temperature
  have h := intervalIntegral.integral_comp_div (a := 0) (b := Q)
    (fun x : ℝ => x ^ p * thermalWeight (c * x)) hT0.ne'
  simp only [zero_div, smul_eq_mul] at h
  have e : ∫ q in (0 : ℝ)..Q, q ^ p * thermalWeight (c * q / T)
      = T ^ p * ∫ q in (0 : ℝ)..Q, (q / T) ^ p * thermalWeight (c * (q / T)) := by
    rw [← intervalIntegral.integral_const_mul]
    congr 1
    ext q
    rw [mul_div_assoc, div_pow]
    field_simp
  rw [cutoffIntegral, e, h]
  field_simp
```

A numerical evaluation of this cutoff integral can be compared at low temperature with the closed coefficient. Writing $w(x)=1/(4\sinh^2(x/2))$ avoids the cancellation in $e^x-1$ at small $x$.

## Divergence at $p=1$

With $p=1$ convergence fails at small $q$. Here the whole weight $q^p$ is linear, not just the electron–phonon coupling. From $e^y-1\le ye^y$ for $y>0$ we get $w(y)\ge e^{-y}/y^2$, so for $0<q\le1$ and $a=c/T$

$$q\,w(aq)\ge\frac{e^{-aq}}{a^2q}\ge\frac{e^{-a}}{a^2}\,\frac1q,$$

and $1/q$ is not integrable at zero. The proof assumes integrability, restricts to $(0,1]$, and uses this bound to make $1/q$ integrable there, a contradiction.

```lean
/-- For `p = 1` and `c, T > 0` the integrand of the scattering integral is not integrable over
`q > 0`. -/
theorem linear_coupling_diverges {c T : ℝ} (hc : 0 < c) (hT : 0 < T) :
    ¬ IntegrableOn (fun q : ℝ => q ^ 1 * thermalWeight (c * q / T)) (Ioi 0) := by
  intro h
  have h1 : IntegrableOn (fun q : ℝ => q ^ 1 * thermalWeight (c * q / T)) (Ioc 0 1) :=
    h.mono_set Ioc_subset_Ioi_self
  obtain ⟨a, rfl⟩ : ∃ a, c = a * T := ⟨c / T, by field_simp⟩
  have ha : 0 < a := pos_of_mul_pos_left hc hT.le
  -- near q = 0 the integrand dominates a multiple of 1/q
  have hinv : IntegrableOn (fun q : ℝ => q⁻¹) (Ioc 0 1) := by
    refine Integrable.mono' (h1.const_mul (a ^ 2 * Real.exp a))
      measurable_inv.aestronglyMeasurable ?_
    refine (ae_restrict_iff' measurableSet_Ioc).mpr (ae_of_all _ fun q hq => ?_)
    have hq0 : 0 < q := hq.1
    have hx : a * T * q / T = a * q := by field_simp
    have hE := Real.exp_pos (a * q)
    have hE1 : 0 < Real.exp (a * q) - 1 := by
      linarith [Real.add_one_le_exp (a * q), mul_pos ha hq0]
    have hle : Real.exp (a * q) - 1 ≤ a * q * Real.exp (a * q) := by
      have h2 := mul_le_mul_of_nonneg_left (Real.add_one_le_exp (-(a * q))) hE.le
      rw [← Real.exp_add, add_neg_cancel, Real.exp_zero] at h2
      linarith
    have hEa : Real.exp (a * q) ≤ Real.exp a :=
      Real.exp_le_exp.mpr (mul_le_of_le_one_right ha.le hq.2)
    have s1 := pow_le_pow_left₀ hE1.le hle 2
    have s2 := mul_le_mul_of_nonneg_left hEa
      (show 0 ≤ (a * q) ^ 2 * Real.exp (a * q) by positivity)
    have e : a ^ 2 * Real.exp a * (q ^ 1 * thermalWeight (a * T * q / T))
        = a ^ 2 * Real.exp a * q * Real.exp (a * q) / (Real.exp (a * q) - 1) ^ 2 := by
      rw [hx, thermalWeight]
      ring
    rw [e, Real.norm_of_nonneg (inv_pos.mpr hq0).le, inv_eq_one_div,
      div_le_div_iff₀ hq0 (pow_pos hE1 2)]
    nlinarith [s1, s2]
  have h3 := (intervalIntegrable_iff_integrableOn_Ioc_of_le zero_le_one).mpr hinv
  rw [intervalIntegrable_inv_iff] at h3
  simp at h3

end

end BlochGrueneisen
```

```lean
#print axioms BlochGrueneisen.bloch_grueneisen
#print axioms BlochGrueneisen.piezoelectric_and_deformation_laws
#print axioms BlochGrueneisen.low_temperature_limit
#print axioms BlochGrueneisen.linear_coupling_diverges
```

```
'BlochGrueneisen.bloch_grueneisen' depends on axioms: [propext, Classical.choice, Quot.sound]
'BlochGrueneisen.piezoelectric_and_deformation_laws' depends on axioms: [propext, Classical.choice, Quot.sound]
'BlochGrueneisen.low_temperature_limit' depends on axioms: [propext, Classical.choice, Quot.sound]
'BlochGrueneisen.linear_coupling_diverges' depends on axioms: [propext, Classical.choice, Quot.sound]
```
